# $M$ consecutive values of the complex EXAFS signal on a $k$ grid of spacing $h$ fix $M$ constant complex amplitudes at distinct known distances in $[0,\pi/h)$, and fewer than $M$ values never do

An atom absorbs an X-ray photon and emits a photoelectron of wavenumber $k$. Part of the electron wave scatters off neighbouring atoms at distance $R$ and returns, having gathered the phase $2kR$ on the round trip. The interference modulates the absorption, and this modulation is the EXAFS signal. Suppose that a structural model supplies a list of candidate distances and that the fit has to find the amplitude of each shell. How many shells can a given number of data points support?

Let the $M$ distances $R_j$, with $j=0,\dots,M-1$, be distinct, and let the complex amplitudes $c_j$ be independent of $k$. In this model the measured modulation, which is real, is the imaginary part of the complex signal

$$\chi_c(k)=\sum_j c_j\,e^{2ikR_j}.$$

A data point here is a complex value of $\chi_c$, with both its real and its imaginary part known, at a grid point $k=hn$, with $h>0$ and $n$ an integer. If all distances lie in $[0,\pi/h)$, the values at any $M$ consecutive grid points determine the amplitudes. With fewer than $M$ grid points, every amplitude vector has a different one with the same data.

## One phase factor for each distance

One grid step multiplies the wave of shell $j$ by $z_j=e^{2ihR_j}$. These factors are distinct. If $e^{2ihr}=e^{2ihs}$, then $hr-hs=n\pi$ for some integer $n$. Both $hr$ and $hs$ lie in $[0,\pi)$, so their difference is smaller than $\pi$ in magnitude. Hence $n=0$ and $r=s$.

The window cannot include both endpoints: at $R=0$ and $R=\pi/h$ the phase factors are both $1$, so opposite amplitudes there cancel at every grid point.

## A polynomial that isolates one shell

Let $c$ and $c'$ give the same signal at $k=h(n_0+m)$ for $m=0,\dots,M-1$. Put $d_j=(c_j-c'_j)\,e^{2ihn_0R_j}$. Subtracting the two signals gives

$$\sum_i d_i z_i^m=0,\qquad m=0,\dots,M-1.$$

Fix a shell $j$ and form the polynomial

$$P(x)=\prod_{i\ne j}(x-z_i)=\sum_{m=0}^{M-1}p_m x^m .$$

Weighting the equations by $p_m$ and adding them yields

$$0=\sum_m p_m\sum_i d_i z_i^m=\sum_i d_i P(z_i)=d_j P(z_j),$$

because $P$ vanishes at every other phase factor. Since the factors are distinct, $P(z_j)\neq0$, so $d_j=0$. The exponential in $d_j$ is never zero, and therefore $c_j=c'_j$.

## Amplitudes invisible to too few points

For a set $S$ of fewer than $M$ wavenumbers, the map from $c$ to the data is linear from $\mathbb{C}^M$ to $\mathbb{C}^{|S|}$. The target has the smaller dimension, so some nonzero vector $a$ produces zero data. Then $c'=c+a$ differs from $c$ and fits equally well. This argument needs neither the grid nor the window.

## Unknown distances and skipped points

If the distances are unknown as well, take two models with at most $M$ shells each, all with nonzero amplitudes and, within each model, at distinct distances in $[0,\pi/h)$. Their joint list has at most $2M$ distances. Assign amplitude zero to a distance that a model does not use, and the uniqueness argument on the joint list shows that $2M$ consecutive points separate any two different models.

The points cannot be an arbitrary selection from the grid. Place two shells at $r$ and $r+\pi/(2h)$ with amplitudes $1$ and $-1$, where $0\le r<\pi/(2h)$ so that both lie in the window. At $k=2nh$ the second wave has the extra phase $2\cdot 2nh\cdot\pi/(2h)=2\pi n$, so the two cancel at every even grid point, however many are measured.

## The signal and the phase factors in Lean

```lean
import Mathlib

noncomputable section

namespace EXAFSInformation

/-- The EXAFS signal at wavenumber `k` of shells at distances `R j` with complex
amplitudes `c j`, taken independent of `k`. -/
def signal {ι : Type*} [Fintype ι] (R : ι → ℝ) (c : ι → ℂ) (k : ℝ) : ℂ :=
  ∑ j, c j * Complex.exp (2 * Complex.I * k * R j)
```

The type `ι` labels the shells, `R` gives their distances and `c` their amplitudes. Since `c j` does not depend on `k`, the definition leaves out the overall factor $1/k$ of the usual EXAFS expression and the $k$-dependence of the backscattering amplitude and phase shift, of thermal damping and of the mean free path. The signal is complex, whereas the measured fine structure is real, so the theorems count complex data values.

```lean
/-- The signal of a model given as a finitely supported amplitude function of distance;
its shells are the distances with nonzero amplitude. -/
def radialSignal (p : ℝ →₀ ℂ) (k : ℝ) : ℂ :=
  signal (fun r : p.support => (r : ℝ)) (fun r => p r) k
```

A model with unknown distances is a function `p : ℝ →₀ ℂ` that is nonzero at only finitely many distances. Its support is the set of shells, so a shell of zero amplitude is not counted.

```lean
/-- For grid spacing `h > 0`, two distances in `[0, π/h)` with the same phase factor
per grid step are equal. -/
theorem phase_injective {h r s : ℝ} (hh : 0 < h)
    (hr : r ∈ Set.Ico 0 (Real.pi / h)) (hs : s ∈ Set.Ico 0 (Real.pi / h))
    (e : Complex.exp (2 * Complex.I * h * r) = Complex.exp (2 * Complex.I * h * s)) :
    r = s := by
  obtain ⟨n, hn⟩ := Complex.exp_eq_exp_iff_exists_int.1 e
  have h2 : (2 * Complex.I : ℂ) ≠ 0 := mul_ne_zero two_ne_zero Complex.I_ne_zero
  have key : h * r = h * s + n * Real.pi := by
    apply Complex.ofReal_injective
    push_cast
    apply mul_left_cancel₀ h2
    linear_combination hn
  have r1 := (lt_div_iff₀ hh).1 hr.2
  have s1 := (lt_div_iff₀ hh).1 hs.2
  have r0 := mul_nonneg hh.le hr.1
  have s0 := mul_nonneg hh.le hs.1
  -- the phases differ by less than a full turn, so the winding number vanishes
  have n1 : (n : ℝ) < 1 := by
    by_contra hc
    have := mul_nonneg (sub_nonneg.2 (not_lt.1 hc)) Real.pi_pos.le
    linarith
  have n2 : (-1 : ℝ) < n := by
    by_contra hc
    have := mul_nonneg (sub_nonneg.2 (not_lt.1 hc)) Real.pi_pos.le
    linarith
  have n1' : n < 1 := by exact_mod_cast n1
  have n2' : -1 < n := by exact_mod_cast n2
  have n0 : n = 0 := by omega
  rw [n0, Int.cast_zero, zero_mul, add_zero] at key
  exact mul_left_cancel₀ hh.ne' key
```

`Set.Ico 0 (Real.pi / h)` is the half-open window. Equality of the exponentials supplies the integer `n`, and `key` is the relation $hr=hs+n\pi$. The bounds `n1` and `n2` place $n$ strictly between $-1$ and $1$, and `omega` concludes that it is zero.

## Uniqueness from consecutive points

```lean
/-- If a sum of powers of distinct phase factors vanishes at `N` successive exponents
from zero, with `N` at least the number of factors, then all its coefficients vanish. -/
theorem coefficients_vanish {ι : Type*} [Fintype ι] (z d : ι → ℂ)
    (hz : Function.Injective z) {N : ℕ} (hN : Fintype.card ι ≤ N)
    (h0 : ∀ m < N, ∑ i, d i * z i ^ m = 0) : d = 0 := by
  classical
  funext j
  -- the filter that suppresses every shell except `j`
  obtain ⟨P, hP⟩ : ∃ P : Polynomial ℂ,
      P = ∏ i ∈ Finset.univ.erase j, (Polynomial.X - Polynomial.C (z i)) := ⟨_, rfl⟩
  have hdeg : P.natDegree < N := by
    have h1 := Polynomial.natDegree_prod_le (Finset.univ.erase j)
      (fun i => Polynomial.X - Polynomial.C (z i))
    simp only [Polynomial.natDegree_X_sub_C, Finset.sum_const, smul_eq_mul, mul_one,
      Finset.card_erase_of_mem (Finset.mem_univ j), Finset.card_univ] at h1
    rw [← hP] at h1
    have h3 : 0 < Fintype.card ι := Fintype.card_pos_iff.2 ⟨j⟩
    omega
  have hsum : ∑ i, d i * P.eval (z i) = 0 := by
    calc ∑ i, d i * P.eval (z i)
        = ∑ i, ∑ m ∈ Finset.range N, P.coeff m * (d i * z i ^ m) := by
          refine Finset.sum_congr rfl fun i _ => ?_
          rw [Polynomial.eval_eq_sum_range' hdeg, Finset.mul_sum]
          exact Finset.sum_congr rfl fun m _ => by ring
      _ = ∑ m ∈ Finset.range N, P.coeff m * ∑ i, d i * z i ^ m := by
          rw [Finset.sum_comm]
          simp only [Finset.mul_sum]
      _ = 0 := Finset.sum_eq_zero fun m hm => by
          rw [h0 m (Finset.mem_range.1 hm), mul_zero]
  have hother : ∀ i, i ≠ j → P.eval (z i) = 0 := by
    intro i hi
    rw [hP, Polynomial.eval_prod]
    exact Finset.prod_eq_zero (Finset.mem_erase.2 ⟨hi, Finset.mem_univ i⟩) (by simp)
  have hj : P.eval (z j) ≠ 0 := by
    rw [hP, Polynomial.eval_prod, Finset.prod_ne_zero_iff]
    intro i hi
    simp only [Polynomial.eval_sub, Polynomial.eval_X, Polynomial.eval_C]
    exact sub_ne_zero.2 fun e => Finset.ne_of_mem_erase hi (hz e).symm
  rw [Finset.sum_eq_single j (fun i _ hi => by rw [hother i hi, mul_zero])
    (fun hn => absurd (Finset.mem_univ j) hn)] at hsum
  exact (mul_eq_zero.1 hsum).resolve_right hj
```

This lemma is the polynomial argument for any `N` at least as large as the number of shells. `hdeg` checks that the degree of `P` is below `N`, so that the available equations suffice. `hsum` exchanges the two sums, `hother` removes the other shells and `hj` shows that the chosen one survives.

```lean
/-- For distinct known distances in `[0, π/h)`, `h > 0`, two sets of amplitudes that give
the same signal at `N` consecutive grid points, `N` at least the number of shells, are equal. -/
theorem amplitudes_unique {ι : Type*} [Fintype ι] {h : ℝ} (hh : 0 < h) {R : ι → ℝ}
    (hR : Function.Injective R) (hI : ∀ j, R j ∈ Set.Ico 0 (Real.pi / h))
    {N : ℕ} (hN : Fintype.card ι ≤ N) (n₀ : ℤ) {c c' : ι → ℂ}
    (hdata : ∀ m : ℕ, m < N → signal R c (h * (n₀ + m)) = signal R c' (h * (n₀ + m))) :
    c = c' := by
  have h0 : ∀ m < N, ∑ j, ((c j - c' j) * Complex.exp (2 * Complex.I * (h * n₀) * R j)) *
      Complex.exp (2 * Complex.I * h * R j) ^ m = 0 := by
    intro m hm
    have hs := sub_eq_zero.2 (hdata m hm)
    simp only [signal, ← Finset.sum_sub_distrib] at hs
    refine Eq.trans (Finset.sum_congr rfl fun j _ => ?_) hs
    -- each grid step multiplies a shell's wave by its phase factor
    have hstep : Complex.exp (2 * Complex.I * ((h * (n₀ + m) : ℝ) : ℂ) * R j) =
        Complex.exp (2 * Complex.I * (h * n₀) * R j) *
          Complex.exp (2 * Complex.I * h * R j) ^ m := by
      rw [← Complex.exp_nat_mul, ← Complex.exp_add]
      congr 1
      push_cast
      ring
    rw [hstep]
    ring
  have key := coefficients_vanish (fun j => Complex.exp (2 * Complex.I * h * R j))
    (fun j => (c j - c' j) * Complex.exp (2 * Complex.I * (h * n₀) * R j))
    (fun i j e => hR (phase_injective hh (hI i) (hI j) e)) hN h0
  funext j
  have hj : (c j - c' j) * Complex.exp (2 * Complex.I * (h * n₀) * R j) = 0 :=
    congrFun key j
  exact sub_eq_zero.1 ((mul_eq_zero.1 hj).resolve_right (Complex.exp_ne_zero _))
```

The hypothesis `hR` says that the distances are distinct, and `hI` places them in the window. The step `hstep` splits each wave into its value at the starting point `n₀` and the `m`-th power of its phase factor. The previous lemma is then applied to the difference of the two fits, and the nonzero exponential is cancelled.

## Ambiguity and the combined theorem

```lean
/-- With fewer wavenumbers than shells, on a grid or not, every set of amplitudes has a
different one that gives the same data. -/
theorem too_few_points {ι : Type*} [Fintype ι] (R : ι → ℝ) (S : Finset ℝ)
    (hS : S.card < Fintype.card ι) (c : ι → ℂ) :
    ∃ c', c' ≠ c ∧ ∀ k ∈ S, signal R c' k = signal R c k := by
  let L : (ι → ℂ) →ₗ[ℂ] (S → ℂ) :=
    { toFun := fun a k => signal R a k
      map_add' := fun a b => by
        ext k
        simp [signal, add_mul, Finset.sum_add_distrib]
      map_smul' := fun t a => by
        ext k
        simp [signal, Finset.mul_sum, mul_assoc] }
  have hL : ¬ Function.Injective L := fun hi => by
    have hd := LinearMap.finrank_le_finrank_of_injective hi
    rw [Module.finrank_fintype_fun_eq_card, Module.finrank_fintype_fun_eq_card,
      Fintype.card_coe] at hd
    omega
  obtain ⟨a, b, hab, hne⟩ := Function.not_injective_iff.1 hL
  -- add an invisible combination of shells
  refine ⟨c + (a - b), fun e => hne (sub_eq_zero.1
    (add_left_cancel (e.trans (add_zero c).symm))), fun k hk => ?_⟩
  have hk' : signal R a k = signal R b k := congrFun hab ⟨k, hk⟩
  have hlin : signal R (c + (a - b)) k = signal R c k + (signal R a k - signal R b k) := by
    simp only [signal, Pi.add_apply, Pi.sub_apply, add_mul, sub_mul,
      Finset.sum_add_distrib, Finset.sum_sub_distrib]
  rw [hlin, hk', sub_self, add_zero]
```

`S` is a finite set of real wavenumbers, on a grid or not. `L` is the linear map from amplitudes to data. If it were injective, `LinearMap.finrank_le_finrank_of_injective` would contradict `hS`. Two different vectors `a` and `b` with equal data therefore exist, and their difference is the invisible combination added to `c`.

```lean
/-- For `M` distinct distances in `[0, π/h)`, `h > 0`, the signal at any `M` consecutive grid
points determines the amplitudes, and the signal at fewer than `M` grid points never does. -/
theorem exafs_information_content {M : ℕ} {h : ℝ} (hh : 0 < h) {R : Fin M → ℝ}
    (hR : Function.Injective R) (hI : ∀ j, R j ∈ Set.Ico 0 (Real.pi / h)) :
    (∀ n₀ : ℤ, Function.Injective
      (fun (c : Fin M → ℂ) (m : Fin M) => signal R c (h * (n₀ + (m : ℕ))))) ∧
    (∀ S : Finset ℤ, S.card < M → ∀ c : Fin M → ℂ,
      ∃ c', c' ≠ c ∧ ∀ n ∈ S, signal R c' (h * n) = signal R c (h * n)) := by
  refine ⟨fun n₀ c c' e => ?_, fun S hS c => ?_⟩
  · exact amplitudes_unique hh hR hI (Fintype.card_fin M).le n₀
      (fun m hm => congrFun e ⟨m, hm⟩)
  · classical
    obtain ⟨c', hne, hc⟩ := too_few_points R (S.image fun n : ℤ => h * (n : ℝ))
      (by rw [Fintype.card_fin]; exact lt_of_le_of_lt Finset.card_image_le hS) c
    exact ⟨c', hne, fun n hn => hc _ (Finset.mem_image_of_mem _ hn)⟩
```

The first half says that, for every starting integer `n₀`, the map from amplitudes to the `M` data values is injective. The second half takes any set `S` of fewer than `M` integers, consecutive or not, and any `c`, and produces a different `c'` with the same data. The proof joins `amplitudes_unique` and `too_few_points`, after converting the integers in `S` to wavenumbers.

If a fit with fixed distances and $k$-independent amplitudes is to have a unique answer, it can have at most as many freely adjustable complex shell amplitudes as there are complex data points. The statement concerns noise-free data: when distances nearly coincide, the amplitudes are still unique but may respond strongly to small errors.

## Models with unknown distances

```lean
/-- If the distances are unknown too, two models with at most `M` shells each, all in
`[0, π/h)` with `h > 0`, that agree at `2M` consecutive grid points are the same model. -/
theorem distances_and_amplitudes_unique {M : ℕ} {h : ℝ} (hh : 0 < h) {p q : ℝ →₀ ℂ}
    (hp : p.support.card ≤ M) (hq : q.support.card ≤ M)
    (hpI : ∀ r ∈ p.support, r ∈ Set.Ico 0 (Real.pi / h))
    (hqI : ∀ r ∈ q.support, r ∈ Set.Ico 0 (Real.pi / h)) (n₀ : ℤ)
    (hdata : ∀ m : ℕ, m < 2 * M →
      radialSignal p (h * (n₀ + m)) = radialSignal q (h * (n₀ + m))) : p = q := by
  classical
  obtain ⟨U, hU⟩ : ∃ U, U = p.support ∪ q.support := ⟨_, rfl⟩
  -- both models are fits on the joint list of distances
  have hext : ∀ f : ℝ →₀ ℂ, f.support ⊆ U → ∀ k : ℝ,
      radialSignal f k = signal (fun r : U => (r : ℝ)) (fun r => f r) k := by
    intro f hf k
    have e1 : radialSignal f k =
        ∑ r ∈ f.support, f r * Complex.exp (2 * Complex.I * k * r) :=
      Finset.sum_coe_sort f.support
        (fun r : ℝ => f r * Complex.exp (2 * Complex.I * k * r))
    have e2 : signal (fun r : U => (r : ℝ)) (fun r => f r) k =
        ∑ r ∈ U, f r * Complex.exp (2 * Complex.I * k * r) :=
      Finset.sum_coe_sort U (fun r : ℝ => f r * Complex.exp (2 * Complex.I * k * r))
    rw [e1, e2]
    exact Finset.sum_subset hf fun r _ hr => by
      rw [Finsupp.notMem_support_iff.1 hr, zero_mul]
  have hpU : p.support ⊆ U := hU ▸ Finset.subset_union_left
  have hqU : q.support ⊆ U := hU ▸ Finset.subset_union_right
  have hcard : Fintype.card U ≤ 2 * M := by
    have := Finset.card_union_le p.support q.support
    rw [Fintype.card_coe, hU]
    omega
  have hUI : ∀ r : U, (r : ℝ) ∈ Set.Ico 0 (Real.pi / h) := by
    intro r
    have hr : (r : ℝ) ∈ p.support ∪ q.support := hU ▸ r.2
    exact (Finset.mem_union.1 hr).elim (hpI _) (hqI _)
  have key : (fun r : U => p r) = (fun r : U => q r) :=
    amplitudes_unique hh Subtype.val_injective hUI hcard n₀ fun m hm => by
      rw [← hext p hpU, ← hext q hqU]
      exact hdata m hm
  ext1 r
  by_cases hr : r ∈ U
  · exact congrFun key ⟨r, hr⟩
  · rw [Finsupp.notMem_support_iff.1 fun h' => hr (hpU h'),
      Finsupp.notMem_support_iff.1 fun h' => hr (hqU h')]
```

`U` is the joint list of distances. `hext` shows that writing a model on this longer list leaves its signal unchanged, and `hcard` bounds the length by `2 * M`. `amplitudes_unique` then gives equal amplitudes on `U`, and outside `U` both models are zero. The conclusion `p = q` covers distances and amplitudes together. The theorem gives a sufficient number of points and supplies no procedure for finding the distances.

## Two shells that cancel at every even point

```lean
/-- For `h > 0` and `0 ≤ r < π/(2h)`, shells at `r` and `r + π/(2h)` both lie in `[0, π/h)`,
and with opposite unit amplitudes their signal vanishes at every even grid point. -/
theorem even_points_insufficient {h r : ℝ} (hh : 0 < h) (hr : 0 ≤ r)
    (hr' : 2 * h * r < Real.pi) :
    r ∈ Set.Ico 0 (Real.pi / h) ∧ r + Real.pi / (2 * h) ∈ Set.Ico 0 (Real.pi / h) ∧
    ∀ n : ℤ, signal ![r, r + Real.pi / (2 * h)] ![1, -1] (h * (2 * n)) = 0 := by
  have hlt : r < Real.pi / (2 * h) := by
    rw [lt_div_iff₀ (by positivity)]
    linarith
  have hpos : 0 < Real.pi / (2 * h) := div_pos Real.pi_pos (by positivity)
  have hhalf : Real.pi / h = Real.pi / (2 * h) + Real.pi / (2 * h) := by ring
  refine ⟨⟨hr, by linarith⟩, ⟨by linarith, by linarith⟩, fun n => ?_⟩
  have hsig : signal ![r, r + Real.pi / (2 * h)] ![1, -1] (h * (2 * n)) =
      1 * Complex.exp (2 * Complex.I * ((h * (2 * n) : ℝ) : ℂ) * (r : ℂ)) +
      (-1) * Complex.exp (2 * Complex.I * ((h * (2 * n) : ℝ) : ℂ) *
        ((r + Real.pi / (2 * h) : ℝ) : ℂ)) := by
    unfold signal
    rw [Fin.sum_univ_two]
    rfl
  have hc : (h : ℂ) * (h : ℂ)⁻¹ = 1 :=
    mul_inv_cancel₀ (Complex.ofReal_ne_zero.2 hh.ne')
  -- the extra path length contributes whole turns only
  have hphase : Complex.exp (2 * Complex.I * ((h * (2 * n) : ℝ) : ℂ) *
      ((r + Real.pi / (2 * h) : ℝ) : ℂ)) =
      Complex.exp (2 * Complex.I * ((h * (2 * n) : ℝ) : ℂ) * (r : ℂ)) := by
    refine Complex.exp_eq_exp_iff_exists_int.2 ⟨n, ?_⟩
    push_cast
    linear_combination (2 * Complex.I * n * Real.pi) * hc
  rw [hsig, hphase]
  ring

end EXAFSInformation
```

The condition `2 * h * r < Real.pi` keeps the second shell inside the window, and the first two conclusions confirm that both distances are admissible. `hphase` identifies the two exponentials by exhibiting `n` whole turns, after which the opposite amplitudes cancel.

```lean
#print axioms EXAFSInformation.exafs_information_content
#print axioms EXAFSInformation.distances_and_amplitudes_unique
#print axioms EXAFSInformation.even_points_insufficient
```

```
'EXAFSInformation.exafs_information_content' depends on axioms: [propext, Classical.choice, Quot.sound]
'EXAFSInformation.distances_and_amplitudes_unique' depends on axioms: [propext, Classical.choice, Quot.sound]
'EXAFSInformation.even_points_insufficient' depends on axioms: [propext, Classical.choice, Quot.sound]
```
